# Transcorrelation of the radial Hamiltonian, and the cancellation of $-Z/r$ by $\tau=-Zr$

Throughout, $r$ is the distance of one electron from a fixed nucleus, in atomic units, and the angular momentum is zero. For a real potential $V$ and a real function $f$, the radial Hamiltonian is

$$hf=-\tfrac12 f''-\tfrac1r f'+Vf .$$

A correlator $\tau(r)$ defines the transcorrelated Hamiltonian $e^{-\tau}he^{\tau}$. In the code these are `radialH` and `transcorrelated`. The latter is the similarity transform itself, so its expanded form has to be proved. Functions have type `ℝ → ℝ`, primes are Mathlib's `deriv`, and every equation is read at a single radius. `TwiceDiff f` says that $f$ and $f'$ are differentiable at every $r>0$. The function $g(r)=(1-Zr/2)e^{Zr/2}$, called `excitedFactor`, is needed for the second hydrogenic state.

In Lean 4 with Mathlib:

```lean
import Mathlib

open Topology

namespace TranscorrelatedRadial

noncomputable section

/-- The radial Hamiltonian `h f = -f''/2 - f'/r + V f` for zero angular momentum, on `r > 0`. -/
def radialH (V f : ℝ → ℝ) (r : ℝ) : ℝ :=
  -(deriv (deriv f) r) / 2 - deriv f r / r + V r * f r

/-- The transcorrelated Hamiltonian `exp(-τ) h exp(τ)` applied to `f`, on `r > 0`. -/
def transcorrelated (V τ f : ℝ → ℝ) (r : ℝ) : ℝ :=
  Real.exp (-τ r) * radialH V (fun s => Real.exp (τ s) * f s) r

/-- The function is twice differentiable at every positive radius. -/
def TwiceDiff (f : ℝ → ℝ) : Prop :=
  ∀ r, 0 < r → DifferentiableAt ℝ f r ∧ DifferentiableAt ℝ (deriv f) r

/-- The function `(1 - Z r / 2) exp(Z r / 2)`. -/
def excitedFactor (Z r : ℝ) : ℝ := (1 - Z * r / 2) * Real.exp (Z * r / 2)
```

## Twice differentiable $\tau$ and $f$

Physically, this hypothesis excludes a kink in the wavefunction factor or in the correlator at a positive radius. It also excludes a jump in the second derivative, such as a wavefunction has at a step in the potential. A cusp at the nucleus is allowed, because nothing is required at $r=0$.

The derivation uses it each time the product rule is applied. The first derivative is

$$(e^\tau f)'=e^\tau(f'+\tau'f).$$

This step needs only first derivatives at the one point $r$, and `deriv_correlated` assumes no more than that.

```lean
/-- The first derivative of the correlated function `exp(τ) f` is `exp(τ) (f' + τ' f)`. -/
theorem deriv_correlated {τ f : ℝ → ℝ} {r : ℝ}
    (hτ : DifferentiableAt ℝ τ r) (hf : DifferentiableAt ℝ f r) :
    deriv (fun s => Real.exp (τ s) * f s) r
      = Real.exp (τ r) * (deriv f r + deriv τ r * f r) := by
  rw [(hτ.hasDerivAt.exp.fun_mul hf.hasDerivAt).deriv]
  ring
```

Differentiating again gives

$$(e^\tau f)''=e^\tau\big[\tau'(f'+\tau'f)+f''+\tau''f+\tau'f'\big]=e^\tau\big[f''+2\tau'f'+(\tau''+\tau'^2)f\big].$$

Here the first formula must hold on a whole neighbourhood of $r$, since a formula at one point cannot be differentiated. The proof records this as `hev`, replaces the inner derivative by means of `hev.deriv_eq`, and applies the product rule once more.

```lean
/-- The second derivative of `exp(τ) f` is `exp(τ) (f'' + 2 τ' f' + (τ'' + τ'^2) f)`. -/
theorem deriv_deriv_correlated {τ f : ℝ → ℝ} {r : ℝ}
    (hτ : TwiceDiff τ) (hf : TwiceDiff f) (hr : 0 < r) :
    deriv (deriv (fun s => Real.exp (τ s) * f s)) r
      = Real.exp (τ r) * (deriv (deriv f) r + 2 * deriv τ r * deriv f r
          + (deriv (deriv τ) r + deriv τ r ^ 2) * f r) := by
  -- the first-derivative formula holds in a neighbourhood of r
  have hev : deriv (fun s => Real.exp (τ s) * f s) =ᶠ[𝓝 r]
      fun s => Real.exp (τ s) * (deriv f s + deriv τ s * f s) := by
    filter_upwards [Ioi_mem_nhds hr] with s hs
    exact deriv_correlated (hτ s hs).1 (hf s hs).1
  rw [hev.deriv_eq]
  have h1 := (hf r hr).2.hasDerivAt.fun_add
    ((hτ r hr).2.hasDerivAt.fun_mul (hf r hr).1.hasDerivAt)
  rw [((hτ r hr).1.hasDerivAt.exp.fun_mul h1).deriv]
  ring
```

Inserting both derivatives into $h$,

$$h(e^\tau f)=e^\tau\Big[-\tfrac12f''-\tau'f'-\tfrac12(\tau''+\tau'^2)f-\tfrac1r f'-\tfrac{\tau'}r f+Vf\Big],$$

and multiplying by $e^{-\tau}$ yields the identity

$$e^{-\tau}h(e^\tau f)=hf-\tau'f'-\Big(\tfrac12\tau''+\tfrac{\tau'}r+\tfrac12\tau'^2\Big)f .$$

In `transcorrelated_eq`, the fact $e^{-\tau}e^{\tau}=1$ is `he`, and `linear_combination` multiplies it by the bracket above. The potential is arbitrary: it only multiplies, so it commutes with $e^\tau$.

```lean
/-- The transcorrelated Hamiltonian is the original one plus a first-derivative term
`-τ' f'` and a multiplicative term `-(τ''/2 + τ'/r + τ'^2/2) f`. -/
theorem transcorrelated_eq (V : ℝ → ℝ) {τ f : ℝ → ℝ} {r : ℝ}
    (hτ : TwiceDiff τ) (hf : TwiceDiff f) (hr : 0 < r) :
    transcorrelated V τ f r = radialH V f r - deriv τ r * deriv f r
      - (deriv (deriv τ) r / 2 + deriv τ r / r + deriv τ r ^ 2 / 2) * f r := by
  have he : Real.exp (-τ r) * Real.exp (τ r) = 1 := by
    rw [← Real.exp_add, neg_add_cancel, Real.exp_zero]
  simp only [transcorrelated, radialH]
  rw [deriv_deriv_correlated hτ hf hr, deriv_correlated (hτ r hr).1 (hf r hr).1]
  -- the two exponentials cancel in every term
  linear_combination (-(deriv (deriv f) r + 2 * deriv τ r * deriv f r
    + (deriv (deriv τ) r + deriv τ r ^ 2) * f r) / 2
    - (deriv f r + deriv τ r * f r) / r + V r * f r) * he
```

Without differentiability the identity can fail. Take $\tau=r$ and $f=1+|r-1|$ at $r=1$. Since `deriv` returns 0 where no derivative exists, the left side is $V(1)$ and the right side is $V(1)-\tfrac32$.

## A strictly positive radius

The condition $r>0$ keeps the electron away from the nucleus, where $f'/r$ and the Coulomb potential are undefined. In the second derivative it supplies the neighbourhood: around a positive $r$ there is an interval of positive radii, which is what `Ioi_mem_nhds hr` provides. It is used again below, where a factor $r$ in $g'$ cancels against $1/r$.

An equation on $r>0$ leaves the behaviour at the origin open. For $V=0$, the function $1/r$ satisfies $hf=0$ at every positive radius, yet it is not a regular solution at the origin. The theorems below establish the eigenvalue equation at all $r>0$; regularity at the nucleus and square integrability are separate conditions, which they do not address.

## No hypothesis for carrying an energy across

If $e^{-\tau}h(e^\tau f)=Ef$ at some radius, multiplying by $e^{\tau}$ gives $h(e^\tau f)=E\,e^\tau f$ there. Multiplying by $e^{-\tau}$ goes back. Only the identity $e^{-\tau}e^{\tau}=1$ is used, so `eigen_iff` asks for neither smoothness nor $r>0$. Its two `linear_combination` steps are these two multiplications.

```lean
/-- At each radius, `f` satisfies the transcorrelated eigenvalue equation with energy `E`
exactly when `exp(τ) f` satisfies the original one with the same `E`. -/
theorem eigen_iff (V τ f : ℝ → ℝ) (E r : ℝ) :
    transcorrelated V τ f r = E * f r ↔
      radialH V (fun s => Real.exp (τ s) * f s) r = E * (Real.exp (τ r) * f r) := by
  have he : Real.exp (-τ r) * Real.exp (τ r) = 1 := by
    rw [← Real.exp_add, neg_add_cancel, Real.exp_zero]
  unfold transcorrelated
  constructor
  · intro h
    linear_combination Real.exp (τ r) * h
      - radialH V (fun s => Real.exp (τ s) * f s) r * he
  · intro h
    linear_combination Real.exp (-τ r) * h + E * f r * he
```

## A Coulomb potential with a linear correlator

Now let $V=-Z/r$, the attraction of a point nucleus of charge $Z$, and $\tau=-cr$, a one-parameter correlator. Then $\tau'=-c$ and $\tau''=0$, and the general identity becomes

$$e^{-\tau}h(e^\tau f)=-\tfrac12f''-\tfrac1rf'+cf'+\Big(\frac{c-Z}r-\frac{c^2}2\Big)f .$$

The linear form is used exactly here: the term $-\tau'/r$ is $c/r$, which has the same shape as the Coulomb potential. A correlator with $\tau'(r)\to0$ at the nucleus fast enough to keep $\tau'/r$ bounded could not cancel $-Z/r$ for $Z\ne0$: the term $-\tau''/2$ would have to do it alone, and $\tau''=-2Z/r$ up to bounded terms would make $\tau'$ diverge logarithmically. The proof computes the derivative of the linear function in `h1`, checks `TwiceDiff` for it, and substitutes.

```lean
/-- For the Coulomb potential `-Z/r` and the linear correlator `τ = -c r`, the multiplicative
term of the transcorrelated Hamiltonian is `(c - Z)/r - c^2/2`. -/
theorem linear_correlator (Z c : ℝ) {f : ℝ → ℝ} {r : ℝ} (hf : TwiceDiff f) (hr : 0 < r) :
    transcorrelated (fun s => -Z / s) (fun s => -c * s) f r
      = -(deriv (deriv f) r) / 2 - deriv f r / r + c * deriv f r
        + ((c - Z) / r - c ^ 2 / 2) * f r := by
  have h1 : deriv (fun s : ℝ => -c * s) = fun _ => -c :=
    funext fun s => ((hasDerivAt_id' s).const_mul (-c)).deriv.trans (mul_one _)
  have hτ : TwiceDiff (fun s : ℝ => -c * s) :=
    fun s _ => ⟨by fun_prop, by rw [h1]; fun_prop⟩
  rw [transcorrelated_eq _ hτ hf hr, h1]
  simp only [radialH, deriv_const]
  ring
```

## The matching condition $c=Z$

The choice $c=Z$ gives $e^{\tau}=e^{-Zr}$ the logarithmic slope $-Z$ at the nucleus, which is the electron–nucleus cusp condition. The singular multiplicative term then vanishes:

$$e^{-\tau}h(e^\tau f)=-\tfrac12f''-\tfrac1rf'+Zf'-\tfrac{Z^2}2f .$$

The $f'/r$ of the kinetic energy remains.

```lean
/-- With `τ = -Z r` the Coulomb potential `-Z/r` cancels from the transcorrelated
Hamiltonian. -/
theorem coulomb_cancels (Z : ℝ) {f : ℝ → ℝ} {r : ℝ} (hf : TwiceDiff f) (hr : 0 < r) :
    transcorrelated (fun s => -Z / s) (fun s => -Z * s) f r
      = -(deriv (deriv f) r) / 2 - deriv f r / r + Z * deriv f r - Z ^ 2 / 2 * f r := by
  rw [linear_correlator Z Z hf hr]
  ring
```

For $f=1$ all derivatives vanish and the eigenvalue is $-Z^2/2$.

```lean
/-- At every `r > 0`, the constant function 1 satisfies the transcorrelated Coulomb eigenvalue
equation with eigenvalue `-Z^2/2`. -/
theorem constant_eigenfunction (Z : ℝ) {r : ℝ} (hr : 0 < r) :
    transcorrelated (fun s => -Z / s) (fun s => -Z * s) (fun _ => 1) r
      = -(Z ^ 2 / 2) * 1 := by
  have hf : TwiceDiff (fun _ => 1) := fun s _ => ⟨by fun_prop, by simp⟩
  rw [coulomb_cancels Z hf hr]
  simp
```

For $g=(1-Zr/2)e^{Zr/2}$, the product rule gives

$$g'=-\tfrac{Z^2r}4e^{Zr/2},\qquad g''=-\Big(\tfrac{Z^2}4+\tfrac{Z^3r}8\Big)e^{Zr/2}.$$

Inserting these, and using $r>0$ to write $-g'/r=\tfrac{Z^2}4e^{Zr/2}$, the factor in front of $e^{Zr/2}$ is

$$\tfrac{Z^2}8+\tfrac{Z^3r}{16}+\tfrac{Z^2}4-\tfrac{Z^3r}4-\tfrac{Z^2}2+\tfrac{Z^3r}4=-\tfrac{Z^2}8\Big(1-\tfrac{Zr}2\Big).$$

The eigenvalue is therefore $-Z^2/8$. In the proof, `h1` and `h3` are the two derivatives, `hi` is $r\,r^{-1}=1$, and the last line is the sum just written.

```lean
/-- At every `r > 0`, the function `(1 - Z r / 2) exp(Z r / 2)` satisfies the transcorrelated
Coulomb eigenvalue equation with eigenvalue `-Z^2/8`. -/
theorem excited_eigenfunction (Z : ℝ) {r : ℝ} (hr : 0 < r) :
    transcorrelated (fun s => -Z / s) (fun s => -Z * s) (excitedFactor Z) r
      = -(Z ^ 2 / 8) * excitedFactor Z r := by
  have hl : ∀ a b s : ℝ, HasDerivAt (fun s => a * s / b) (a / b) s := fun a b s => by
    simpa only [mul_one] using ((hasDerivAt_id' s).const_mul a).div_const b
  have h1 : ∀ s, HasDerivAt (excitedFactor Z)
      (-(Z ^ 2 * s / 4) * Real.exp (Z * s / 2)) s := fun s =>
    (((hl Z 2 s).const_sub 1).fun_mul (hl Z 2 s).exp).congr_deriv (by ring)
  have h2 : deriv (excitedFactor Z) = fun s => -(Z ^ 2 * s / 4) * Real.exp (Z * s / 2) :=
    funext fun s => (h1 s).deriv
  have h3 : ∀ s, HasDerivAt (fun s => -(Z ^ 2 * s / 4) * Real.exp (Z * s / 2))
      ((-(Z ^ 2 / 4) - Z ^ 3 * s / 8) * Real.exp (Z * s / 2)) s := fun s =>
    ((hl (Z ^ 2) 4 s).fun_neg.fun_mul (hl Z 2 s).exp).congr_deriv (by ring)
  have hf : TwiceDiff (excitedFactor Z) := fun s _ =>
    ⟨(h1 s).differentiableAt, by rw [h2]; exact (h3 s).differentiableAt⟩
  have d2 : deriv (deriv (excitedFactor Z)) r
      = (-(Z ^ 2 / 4) - Z ^ 3 * r / 8) * Real.exp (Z * r / 2) := by
    rw [h2]
    exact (h3 r).deriv
  have hi : r * r⁻¹ = 1 := mul_inv_cancel₀ hr.ne'
  rw [coulomb_cancels Z hf hr, d2, (h1 r).deriv]
  simp only [excitedFactor]
  linear_combination (Z ^ 2 / 4 * Real.exp (Z * r / 2)) * hi
```

Multiplying by $e^{-Zr}$ turns $g$ into $(1-Zr/2)e^{-Zr/2}$. The energy is unchanged by `eigen_iff`, so this function satisfies the ordinary Coulomb equation at every $r>0$ with eigenvalue $-Z^2/8$. The proof rewrites the product of exponentials in `hs` and applies the equivalence.

```lean
/-- The function `(1 - Z r / 2) exp(-Z r / 2)` satisfies the original Coulomb eigenvalue
equation with eigenvalue `-Z^2/8`. -/
theorem hydrogenic_excited (Z : ℝ) {r : ℝ} (hr : 0 < r) :
    radialH (fun s => -Z / s) (fun s => (1 - Z * s / 2) * Real.exp (-(Z * s / 2))) r
      = -(Z ^ 2 / 8) * ((1 - Z * r / 2) * Real.exp (-(Z * r / 2))) := by
  have hs : ∀ s, Real.exp (-Z * s) * excitedFactor Z s
      = (1 - Z * s / 2) * Real.exp (-(Z * s / 2)) := fun s => by
    have h : Real.exp (-(Z * s / 2)) = Real.exp (-Z * s) * Real.exp (Z * s / 2) := by
      rw [← Real.exp_add]
      congr 1
      ring
    rw [h, excitedFactor]
    ring
  -- undo the similarity transformation
  have h := (eigen_iff _ _ _ _ _).1 (excited_eigenfunction Z hr)
  simp only [hs] at h
  exact h
```

The theorems hold for every real $Z$. For $Z=1$ the eigenvalues are hydrogen's $-1/2$ and $-1/8$; for $Z=0$ both functions reduce to 1, with eigenvalue 0. A bound state needs $Z>0$, and the normalised functions are then $\sqrt{Z^3/\pi}\,e^{-Zr}$ and $\sqrt{Z^3/(8\pi)}\,(1-Zr/2)e^{-Zr/2}$, the 1s and 2s orbitals; the integrals behind these prefactors do not appear in the code. For $Z>0$ the transcorrelated solutions $1$ and $g$ are not square integrable themselves, but their products with $e^{-Zr}$ are.

Without $c=Z$, the singularity survives already on the constant function, whose image is $(c-Z)/r-c^2/2$. Suppose its absolute value were at most $C$ for all $r>0$, so that $C\ge0$. Put $M=C+c^2/2+1$ and $r=|c-Z|/M$, which is positive because $c\ne Z$. The singular term then has size $M$, and the image has size at least $M-c^2/2=C+1$, a contradiction. If $c=Z$, the size is $c^2/2$ everywhere. Hence `bounded_iff`: within the linear family, the image of the constant function is bounded exactly when $c=Z$. The proof chooses the same $M$ and $r$, and `abs_sub_abs_le_abs_sub` is the reverse triangle inequality.

```lean
/-- With `τ = -c r`, the transcorrelated Coulomb Hamiltonian maps the constant function 1 to
a bounded function on `r > 0` exactly when `c = Z`. -/
theorem bounded_iff (Z c : ℝ) :
    (∃ C, ∀ r, 0 < r →
      |transcorrelated (fun s => -Z / s) (fun s => -c * s) (fun _ => 1) r| ≤ C) ↔ c = Z := by
  have hf : TwiceDiff (fun _ => 1) := fun s _ => ⟨by fun_prop, by simp⟩
  have key : ∀ r, 0 < r → transcorrelated (fun s => -Z / s) (fun s => -c * s) (fun _ => 1) r
      = (c - Z) / r - c ^ 2 / 2 := fun r hr => by
    rw [linear_correlator Z c hf hr]
    simp
  constructor
  · rintro ⟨C, hC⟩
    by_contra hne
    have hd : 0 < |c - Z| := abs_pos.mpr (sub_ne_zero.mpr hne)
    have hC0 : 0 ≤ C := (abs_nonneg _).trans (hC 1 one_pos)
    obtain ⟨M, hM⟩ : ∃ M, M = C + c ^ 2 / 2 + 1 := ⟨_, rfl⟩
    have hM0 : 0 < M := by rw [hM]; positivity
    -- at the radius |c - Z| / M the singular term has size M
    have hr := div_pos hd hM0
    have h := hC _ hr
    rw [key _ hr] at h
    have e : |(c - Z) / (|c - Z| / M)| = M := by
      rw [abs_div, abs_of_pos hr]
      have hd' := hd.ne'
      field_simp
    have t := abs_sub_abs_le_abs_sub ((c - Z) / (|c - Z| / M)) (c ^ 2 / 2)
    rw [e, abs_of_nonneg (by positivity : 0 ≤ c ^ 2 / 2)] at t
    linarith
  · intro h
    refine ⟨c ^ 2 / 2, fun r hr => ?_⟩
    have e : |(c - Z) / r - c ^ 2 / 2| = c ^ 2 / 2 := by
      rw [h, sub_self, zero_div, zero_sub, abs_neg, abs_of_nonneg (by positivity)]
    rw [key r hr]
    exact e.le

end

end TranscorrelatedRadial
```

```lean
#print axioms TranscorrelatedRadial.coulomb_cancels
#print axioms TranscorrelatedRadial.constant_eigenfunction
#print axioms TranscorrelatedRadial.hydrogenic_excited
#print axioms TranscorrelatedRadial.bounded_iff
```

```
'TranscorrelatedRadial.coulomb_cancels' depends on axioms: [propext, Classical.choice, Quot.sound]
'TranscorrelatedRadial.constant_eigenfunction' depends on axioms: [propext, Classical.choice, Quot.sound]
'TranscorrelatedRadial.hydrogenic_excited' depends on axioms: [propext, Classical.choice, Quot.sound]
'TranscorrelatedRadial.bounded_iff' depends on axioms: [propext, Classical.choice, Quot.sound]
```

In electronic structure theory, transcorrelated methods use the same transformation to move cusps out of the wavefunction and into the Hamiltonian; the model here has one electron and a correlator in its distance from the nucleus, with no electron–electron repulsion.
